# A partly filled band with one block of occupied momenta on a ring of L sites has invariant spread L²/(4π²)

Fill $N$ consecutive plane waves, $0<N<L$, on a ring of $L$ sites. The invariant spread of the occupied space is $L^2/(4\pi^2)$, whatever $N$ is. Per orbital this is $L^2/(4\pi^2N)$, or $L/(4\pi^2\nu)$ at filling $\nu=N/L$, so it grows linearly with the ring at fixed filling. The reason is a count: with $P$ the projector onto plane waves with momentum set $S$ and $U=\mathrm{diag}(e^{2\pi i x/L})$, the invariant spread is $(L/2\pi)^2\,[N-\mathrm{tr}(PUPU^\dagger)]$. The bracket is the number of $q\in S$ with $q+1\notin S$, and a block with $0<N<L$ has one such $q$.

For non-interacting electrons in a single band, the linear growth at fixed filling is a signature of a metal; in the model used here, with one state per site, a full band occupies the whole space and its invariant spread is zero. The growth also limits localisation: with the spread of an orbital measured through $U$, no orthonormal basis of the occupied space has a mean spread below $L/(4\pi^2\nu)$.

Sites and momenta are both elements of `ZMod L`, the integers modulo $L$, with $L\ge1$. The lattice spacing is 1, and there is one spinless state per site. The type `ι` labels general orbitals.

```lean
import Mathlib

open Matrix
open scoped Real

namespace RingInvariantSpread

noncomputable section

variable {L : ℕ} [NeZero L] {ι : Type*}
```

## Plane waves and the periodic position operator

The plane wave of integer momentum $p$, which stands for the wavevector $2\pi p/L$, is
$$\psi_p(x)=\frac{e^{2\pi i p x/L}}{\sqrt L}.$$
The phase is `ZMod.stdAddChar (p * x)`. It depends on $p$ and $x$ only modulo $L$, so periodicity in both is built in.

```lean
/-- The plane wave `exp(2πi p x / L) / √L` of momentum `p` on a ring of `L` sites;
`ZMod.stdAddChar y` is the phase `exp(2πi y / L)`. -/
def planeWave (p x : ZMod L) : ℂ :=
  ZMod.stdAddChar (p * x) / ((√(L : ℝ) : ℝ) : ℂ)
```

The coordinate $x$ is not single-valued on a ring, but the phase $e^{2\pi i x/L}$ is. It defines the diagonal matrix $U$.

```lean
variable (L) in
/-- The periodic position operator `U = diag(exp(2πi x / L))`. -/
def twist : Matrix (ZMod L) (ZMod L) ℂ :=
  Matrix.diagonal fun x => ZMod.stdAddChar x
```

## Two measures of spread

For orbitals $w_i$ with labels in a finite set $s$, let
$$P=\sum_{i\in s}|w_i\rangle\langle w_i|.$$
In Lean, `vecMulVec (w i) (star (w i))` is the outer product $|w_i\rangle\langle w_i|$. The definition `projector` accepts any orbitals; the matrix is a true projector when they are orthonormal, as plane waves are.

```lean
/-- The sum of `|w i⟩⟨w i|` over the occupied labels `i` in `s`. -/
def projector (s : Finset ι) (w : ι → ZMod L → ℂ) : Matrix (ZMod L) (ZMod L) ℂ :=
  ∑ i ∈ s, vecMulVec (w i) (star (w i))
```

The invariant spread depends on the orbitals only through $P$:
$$\Omega_I=\left(\frac{L}{2\pi}\right)^2\left[\mathrm{tr}\,P-\mathrm{tr}(PUPU^\dagger)\right].$$
The factor $(L/2\pi)^2$ converts a squared phase into a squared length. The `.re` turns a complex trace into a real number.

```lean
/-- The invariant spread `(L/2π)² (tr P - tr(P U P U†))` of an occupied space with projector `P`. -/
def invariantSpread (P : Matrix (ZMod L) (ZMod L) ℂ) : ℝ :=
  ((L : ℝ) / (2 * π)) ^ 2 * (trace P - trace (P * twist L * P * (twist L)ᴴ)).re
```

A single normalised orbital has the spread
$$\sigma(w)=\left(\frac{L}{2\pi}\right)^2\left(1-|\langle w|U|w\rangle|^2\right).$$
It vanishes for an orbital on one site and reaches $(L/2\pi)^2$ when $\langle w|U|w\rangle=0$. This is a convention for spread on a ring, built from one operator $U$ for the whole system.

```lean
/-- The spread `(L/2π)² (1 - |⟨w|U|w⟩|²)` of one normalised orbital on the ring. -/
def orbitalSpread (w : ZMod L → ℂ) : ℝ :=
  ((L : ℝ) / (2 * π)) ^ 2 * (1 - ‖star w ⬝ᵥ (twist L *ᵥ w)‖ ^ 2)
```

The occupied block consists of the momenta $k,k+1,\dots,k+N-1$ and may wrap around the end of the momentum range. All momenta in the block are occupied. Below, a "partly filled block" means one with $0<N<L$, so that the band as a whole is partly filled.

```lean
/-- The block of consecutive momenta `k, k+1, ..., k+N-1`, taken modulo `L`. -/
def block (k : ZMod L) (N : ℕ) : Finset (ZMod L) :=
  (Finset.range N).image fun j : ℕ => k + (j : ZMod L)
```

## Orthonormality and the momentum shift

The overlap of two plane waves is
$$\langle\psi_p|\psi_q\rangle=\frac1L\sum_x e^{2\pi i x(q-p)/L}.$$
If $p=q$, all $L$ terms are 1 and the overlap is 1. Otherwise $r=e^{2\pi i(q-p)/L}$ satisfies $r\neq1$ and $r^L=1$, and the geometric sum $(r^L-1)/(r-1)$ is zero. In the code, `hterm` combines the two phases into one, and the case split on `p = q` gives the two values.

```lean
/-- Plane waves on the ring are orthonormal. -/
theorem planeWave_orthonormal (p q : ZMod L) :
    star (planeWave p) ⬝ᵥ planeWave q = if p = q then 1 else 0 := by
  have hL : (L : ℂ) ≠ 0 := Nat.cast_ne_zero.mpr (NeZero.ne L)
  have hs : ((√(L : ℝ) : ℝ) : ℂ) * ((√(L : ℝ) : ℝ) : ℂ) = L := by
    rw [← Complex.ofReal_mul, Real.mul_self_sqrt (Nat.cast_nonneg L), Complex.ofReal_natCast]
  have hconj : ∀ a : ZMod L, (starRingEnd ℂ) (ZMod.stdAddChar a) = ZMod.stdAddChar (-a) := by
    intro a
    rw [ZMod.stdAddChar_apply, ZMod.stdAddChar_apply, AddChar.map_neg_eq_inv,
      Circle.coe_inv_eq_conj]
  -- the product of two waves is a wave of the momentum difference
  have hterm : ∀ x : ZMod L, star (planeWave p x) * planeWave q x
      = ZMod.stdAddChar (x * (q - p)) / (L : ℂ) := by
    intro x
    change (starRingEnd ℂ) (planeWave p x) * planeWave q x = _
    simp only [planeWave]
    rw [map_div₀, Complex.conj_ofReal, hconj, div_mul_div_comm, hs, ← AddChar.map_add_eq_mul,
      show -(p * x) + q * x = x * (q - p) by ring]
  change ∑ x, star (planeWave p x) * planeWave q x = _
  rw [Finset.sum_congr rfl fun x _ => hterm x, ← Finset.sum_div,
    AddChar.sum_mulShift (q - p) (ZMod.isPrimitive_stdAddChar L)]
  by_cases h : p = q
  · subst h
    simp [hL, ZMod.card]
  · have h' : q - p ≠ 0 := sub_ne_zero.mpr (Ne.symm h)
    rw [if_neg h', if_neg h, Nat.cast_zero, zero_div]
```

The sum itself is supplied by Mathlib's `AddChar.sum_mulShift`, which deserves a closer look. It says that for a primitive additive character $\chi$ of a finite commutative ring, $\sum_x\chi(xb)$ is the size of the ring if $b=0$ and zero otherwise. Primitive means that for every $b\neq0$ the function $x\mapsto\chi(xb)$ is not constantly 1. Then some $y$ has $\chi(yb)\neq1$. Replacing $x$ by $x+y$ only reorders the sum $\Sigma$, so $\Sigma=\chi(yb)\,\Sigma$ and hence $\Sigma=0$. This replaces the geometric series by translation invariance and needs no integer representatives of the momenta.

Being non-constant is too weak a condition on $\chi$. For $L=4$ the character $(-1)^x$ is non-constant, yet with $b=2$ every term of the sum is 1. The standard character is primitive for every $L\ge1$, prime or composite, which is what `ZMod.isPrimitive_stdAddChar` supplies.

Multiplying a plane wave by the phase in $U$ adds one unit of momentum:
$$e^{2\pi i x/L}\,\frac{e^{2\pi i p x/L}}{\sqrt L}=\frac{e^{2\pi i(p+1)x/L}}{\sqrt L},\qquad U\psi_p=\psi_{p+1}.$$
The code proves this site by site, splitting the phase of $(p+1)x$ into a product.

```lean
/-- The periodic position operator raises the momentum of a plane wave by one unit. -/
theorem twist_planeWave (p : ZMod L) : twist L *ᵥ planeWave p = planeWave (p + 1) := by
  ext x
  rw [twist, mulVec_diagonal]
  simp only [planeWave]
  rw [add_mul, one_mul, AddChar.map_add_eq_mul]
  ring
```

## Traces as sums of overlaps

Since $\mathrm{tr}\,|w_i\rangle\langle w_i|=\langle w_i|w_i\rangle$, normalised orbitals give $\mathrm{tr}\,P=N$, the number of labels in $s$. Orthogonality is not needed here.

```lean
/-- For normalised orbitals the trace of `∑ |w i⟩⟨w i|` is the number of orbitals. -/
theorem trace_projector (s : Finset ι) (w : ι → ZMod L → ℂ)
    (hw : ∀ i ∈ s, star (w i) ⬝ᵥ w i = 1) : trace (projector s w) = (s.card : ℂ) := by
  rw [projector, trace_sum]
  simp_rw [trace_vecMulVec]
  rw [Finset.sum_congr rfl fun i hi => (dotProduct_comm _ _).trans (hw i hi)]
  simp
```

Inserting the sum for each $P$ gives
$$\mathrm{tr}(PUPU^\dagger)=\sum_{i,j\in s}\langle w_i|U|w_j\rangle\langle w_j|U^\dagger|w_i\rangle=\sum_{i,j\in s}|\langle w_i|U|w_j\rangle|^2.$$
This holds for any orbitals, normalised or not. The Lean proof expands the two sums in turn, then uses the product rule for outer products to reduce each pair to an overlap times its conjugate. The helper `hd` identifies the conjugate, and `hz` is $z\bar z=|z|^2$.

```lean
/-- With `P = ∑ |w i⟩⟨w i|`, the trace of `P U P U†` is the sum of all `|⟨w i|U|w j⟩|²`. -/
theorem trace_twisted (s : Finset ι) (w : ι → ZMod L → ℂ) :
    trace (projector s w * twist L * projector s w * (twist L)ᴴ)
      = ∑ i ∈ s, ∑ j ∈ s, ((‖star (w i) ⬝ᵥ (twist L *ᵥ w j)‖ ^ 2 : ℝ) : ℂ) := by
  have hz : ∀ z : ℂ, z * star z = ((‖z‖ ^ 2 : ℝ) : ℂ) := by
    intro z
    rw [← Complex.normSq_eq_norm_sq]
    exact Complex.mul_conj z
  have hd : ∀ a c : ZMod L → ℂ, a ⬝ᵥ star c = star (star a ⬝ᵥ c) := by
    intro a c
    simp only [dotProduct, star_sum, star_mul', Pi.star_apply, star_star]
  rw [projector, Finset.sum_mul, Finset.sum_mul, Finset.sum_mul, trace_sum]
  refine Finset.sum_congr rfl fun i _ => ?_
  rw [Finset.mul_sum, Finset.sum_mul, trace_sum]
  refine Finset.sum_congr rfl fun j _ => ?_
  -- each pair of orbitals contributes an overlap times its conjugate
  have hj : vecMulVec (w j) (star (w j)) * (twist L)ᴴ
      = vecMulVec (w j) (star (w j) ᵥ* (twist L)ᴴ) := by rw [vecMulVec_mul]
  rw [Matrix.mul_assoc (_ * twist L), hj, vecMulVec_mul, vecMulVec_mul_vecMulVec,
    trace_vecMulVec, dotProduct_smul, smul_eq_mul, ← dotProduct_mulVec, ← star_mulVec, hd, hz]
```

## Counting occupied momenta with an empty upper neighbour

For plane waves, orthonormality and the momentum shift give $\langle\psi_p|U|\psi_q\rangle=\delta_{p,q+1}$. Inserting this in the trace formula gives
$$N-\mathrm{tr}(PUPU^\dagger)=\sum_{q\in S}\Big(1-\sum_{p\in S}\delta_{p,q+1}\Big).$$
The inner sum is 1 if $q+1\in S$ and 0 if not, so the right-hand side counts the $q\in S$ with $q+1\notin S$. These are the upper edges of the occupied regions. When $S$ is a Fermi sea, they are its right-hand Fermi points.

In the code, `hpq` is the Kronecker delta, `Finset.sum_comm` puts $q$ outside, and `Finset.sum_ite_eq'` evaluates the inner sum. The set $S$ is arbitrary.

```lean
/-- For `N` plane waves with momentum set `S`, `N - tr(P U P U†)` counts the occupied momenta
`q` whose neighbour `q + 1` is empty. -/
theorem card_sub_trace_eq_boundary (S : Finset (ZMod L)) :
    (S.card : ℂ) - trace (projector S planeWave * twist L * projector S planeWave * (twist L)ᴴ)
      = ((S.filter fun q => q + 1 ∉ S).card : ℂ) := by
  have hpq : ∀ p q : ZMod L, ((‖star (planeWave p) ⬝ᵥ (twist L *ᵥ planeWave q)‖ ^ 2 : ℝ) : ℂ)
      = if p = q + 1 then 1 else 0 := by
    intro p q
    rw [twist_planeWave, planeWave_orthonormal]
    split_ifs <;> simp
  have h1 : (S.card : ℂ) = ∑ q ∈ S, (1 : ℂ) := by simp
  rw [trace_twisted, Finset.sum_comm, h1, ← Finset.sum_boole, ← Finset.sum_sub_distrib]
  refine Finset.sum_congr rfl fun q _ => ?_
  simp_rw [hpq]
  rw [Finset.sum_ite_eq']
  by_cases h : q + 1 ∈ S <;> simp [h]
```

Now take the block $k+j$ with $0\le j<N$ and $0<N<L$. Two of these momenta coincide only if their $j$ agree modulo $L$; both are below $L$, so they are equal, and the block has $N$ elements. For $j<N-1$ the neighbour $k+j+1$ is again in the block. For the top momentum $k+N-1$ the neighbour is $k+N$. If that were $k+j$ with $j<N$, then $N$ and $j$ would agree modulo $L$, which is impossible since both are below $L$ and differ. So exactly one momentum is on the edge.

Lean writes $N=n+1$, so its top momentum is `k + (n : ZMod L)`. The helper `inj` is the statement that natural numbers below $L$ are equal when they agree modulo $L$.

```lean
omit [NeZero L] in
/-- A block of `N` consecutive momenta with `0 < N < L` has `N` elements, and exactly one of them
has an empty upper neighbour. -/
theorem block_counts (k : ZMod L) {N : ℕ} (h0 : 0 < N) (hN : N < L) :
    (block k N).card = N ∧ ((block k N).filter fun q => q + 1 ∉ block k N).card = 1 := by
  have inj : ∀ a b : ℕ, a < L → b < L → (a : ZMod L) = (b : ZMod L) → a = b := by
    intro a b ha hb h
    rwa [ZMod.natCast_eq_natCast_iff', Nat.mod_eq_of_lt ha, Nat.mod_eq_of_lt hb] at h
  constructor
  · rw [block, Finset.card_image_of_injOn, Finset.card_range]
    intro a ha b hb h
    have ha' : a < N := by simpa using ha
    have hb' : b < N := by simpa using hb
    exact inj a b (by omega) (by omega) (add_left_cancel h)
  · obtain ⟨n, rfl⟩ : ∃ n, N = n + 1 := ⟨N - 1, by omega⟩
    -- the only boundary momentum is the top one, k + n
    refine Finset.card_eq_one.mpr ⟨k + (n : ZMod L), ?_⟩
    ext q
    simp only [block, Finset.mem_filter, Finset.mem_image, Finset.mem_range, Finset.mem_singleton]
    constructor
    · rintro ⟨⟨j, hj, rfl⟩, hq⟩
      by_contra hne
      have hjn : j ≠ n := fun h => hne (by rw [h])
      exact hq ⟨j + 1, by omega, by push_cast; ring⟩
    · rintro rfl
      refine ⟨⟨n, by omega, rfl⟩, ?_⟩
      rintro ⟨j, hj, h⟩
      have h' : (j : ZMod L) = ((n + 1 : ℕ) : ZMod L) := by
        push_cast
        linear_combination h
      have := inj j (n + 1) (by omega) hN h'
      omega
```

At $N=L$ the band is full, no momentum has an empty neighbour and the count is zero. This is why the full ring has to be excluded.

## The spread of the block and its growth

With $\mathrm{tr}\,P=N$ and one edge momentum,
$$\Omega_I=\left(\frac{L}{2\pi}\right)^2\cdot1=\frac{L^2}{4\pi^2},\qquad \frac{\Omega_I}{N}=\frac{L^2}{4\pi^2N}.$$
The smallest case is $L=2$, $N=1$, where both equal $1/\pi^2$.

```lean
/-- For one partly filled block of `N` momenta, `0 < N < L`, the invariant spread is `L²/(4π²)`,
which is `L²/(4π² N)` per orbital. -/
theorem invariantSpread_block (k : ZMod L) {N : ℕ} (h0 : 0 < N) (hN : N < L) :
    invariantSpread (projector (block k N) planeWave) = (L : ℝ) ^ 2 / (4 * π ^ 2) ∧
    invariantSpread (projector (block k N) planeWave) / N = (L : ℝ) ^ 2 / (4 * π ^ 2 * N) := by
  have h : invariantSpread (projector (block k N) planeWave) = (L : ℝ) ^ 2 / (4 * π ^ 2) := by
    rw [invariantSpread,
      trace_projector _ _ (fun p _ => by rw [planeWave_orthonormal, if_pos rfl]),
      card_sub_trace_eq_boundary, Complex.natCast_re, (block_counts k h0 hN).2, Nat.cast_one]
    ring
  exact ⟨h, by rw [h, div_div]⟩
```

Substituting $N=\nu L$ gives $\Omega_I/N=L/(4\pi^2\nu)$, or
$$4\pi^2\nu\,\frac{\Omega_I}{N}=L.$$
The theorem has this multiplied form. It holds for each finite ring and each $\nu$ with $N=\nu L$; no limit of large $L$ is taken. The code derives $\nu\neq0$ from $N>0$ and then clears denominators.

```lean
/-- For one partly filled block at filling `ν = N/L`, the invariant spread per orbital times
`4π²ν` equals the length `L` of the ring. -/
theorem spread_linear_growth (k : ZMod L) {N : ℕ} (h0 : 0 < N) (hN : N < L) (ν : ℝ)
    (hν : (N : ℝ) = ν * L) :
    4 * π ^ 2 * ν * (invariantSpread (projector (block k N) planeWave) / N) = L := by
  have hL : (L : ℝ) ≠ 0 := Nat.cast_ne_zero.mpr (NeZero.ne L)
  have hν0 : ν ≠ 0 := by
    intro h
    rw [h, zero_mul] at hν
    exact h0.ne' (by exact_mod_cast hν)
  rw [(invariantSpread_block k h0 hN).1, hν]
  field_simp
```

## A lower bound for every orthonormal choice of orbitals

Let $w_i$ be $N$ normalised orbitals, with $P$ built from them. The double sum of squared overlaps contains the diagonal terms $i=j$, and all other terms are non-negative. Hence
$$\Omega_I=\left(\frac{L}{2\pi}\right)^2\Big(N-\sum_{i,j}|\langle w_i|U|w_j\rangle|^2\Big)\le\left(\frac{L}{2\pi}\right)^2\Big(N-\sum_i|\langle w_i|U|w_i\rangle|^2\Big)=\sum_i\sigma(w_i).$$
In the code, `hd` is the comparison of the two sums, obtained by keeping one term of each row.

```lean
/-- The total spread of normalised orbitals is never below the invariant spread computed from
`∑ |w i⟩⟨w i|`. -/
theorem invariantSpread_le_sum [Fintype ι] (w : ι → ZMod L → ℂ)
    (hw : ∀ i, star (w i) ⬝ᵥ w i = 1) :
    invariantSpread (projector Finset.univ w) ≤ ∑ i, orbitalSpread (w i) := by
  -- the diagonal overlaps are part of the full sum of overlaps
  have hd : ∑ i, ‖star (w i) ⬝ᵥ (twist L *ᵥ w i)‖ ^ 2
      ≤ ∑ i, ∑ j, ‖star (w i) ⬝ᵥ (twist L *ᵥ w j)‖ ^ 2 :=
    Finset.sum_le_sum fun i _ => Finset.single_le_sum
      (f := fun j => ‖star (w i) ⬝ᵥ (twist L *ᵥ w j)‖ ^ 2)
      (fun j _ => sq_nonneg _) (Finset.mem_univ i)
  have hc : ∑ _i : ι, (1 : ℝ) = ((Finset.univ : Finset ι).card : ℝ) := by simp
  rw [invariantSpread, trace_projector _ _ (fun i _ => hw i), trace_twisted, Complex.sub_re,
    Complex.natCast_re]
  simp only [Complex.re_sum, Complex.ofReal_re, orbitalSpread]
  rw [← Finset.mul_sum, Finset.sum_sub_distrib]
  refine mul_le_mul_of_nonneg_left ?_ (sq_nonneg _)
  linarith
```

If the orbitals are an orthonormal basis of the occupied space of a partly filled block, their $P$ equals that of the plane waves, which is the hypothesis `hP`. Normalised orbitals that span the space without being orthogonal do not satisfy it. Their $\Omega_I$ is then already known, and
$$\sum_i\sigma(w_i)\ge\frac{L^2}{4\pi^2}.$$
Taking traces in `hP` shows that there are $N$ such orbitals, so their mean spread is at least $L/(4\pi^2\nu)$. This is a lower bound only, with no statement about which orbitals come closest to it.

```lean
/-- Normalised orbitals for which `∑ |w i⟩⟨w i|` equals the plane-wave projector of a partly filled
block, `0 < N < L`, have total spread at least `L²/(4π²)`. -/
theorem block_orbitals_spread_ge [Fintype ι] (k : ZMod L) {N : ℕ} (h0 : 0 < N) (hN : N < L)
    (w : ι → ZMod L → ℂ) (hw : ∀ i, star (w i) ⬝ᵥ w i = 1)
    (hP : projector Finset.univ w = projector (block k N) planeWave) :
    (L : ℝ) ^ 2 / (4 * π ^ 2) ≤ ∑ i, orbitalSpread (w i) := by
  have h := invariantSpread_le_sum w hw
  rw [hP, (invariantSpread_block k h0 hN).1] at h
  exact h

end

end RingInvariantSpread
```

```lean
#print axioms RingInvariantSpread.invariantSpread_block
#print axioms RingInvariantSpread.spread_linear_growth
#print axioms RingInvariantSpread.block_orbitals_spread_ge
```

```
'RingInvariantSpread.invariantSpread_block' depends on axioms: [propext, Classical.choice, Quot.sound]
'RingInvariantSpread.spread_linear_growth' depends on axioms: [propext, Classical.choice, Quot.sound]
'RingInvariantSpread.block_orbitals_spread_ge' depends on axioms: [propext, Classical.choice, Quot.sound]
```
